# Separated grid orbitals with Hartree and pointwise local kernels have the diagonal response element gap − cJ

Take two grid points $p$ and $q$ at distance $R>0$. Let the real orbital $i$ be one at $p$ and zero at $q$, and let $a$ be zero at $p$ and one at $q$. The transition density $i(x)a(x)$ is zero at both points. A Hartree kernel or a local kernel that acts on this product therefore contributes nothing, however large it is. Exact exchange acts on $i^2$ and $a^2$ separately, and their Coulomb repulsion is $J=1/R$ in atomic units. With orbital gap $\mathrm{gap}$ and exact-exchange fraction $c$, the diagonal response element is $\mathrm{gap}-c/R$.

The same happens when normalized orbitals spread over many grid points, provided that $i$ stays within $s$ of a centre $A$, $a$ stays within $s$ of a centre $B$, and $R=|A-B|>2s$. The element is then $\mathrm{gap}-cJ$, with
$$\frac1{R+2s}\le J\le\frac1{R-2s}.$$

In time-dependent density functional theory this is the diagonal element of a charge-transfer excitation. In a Tamm–Dancoff calculation restricted to this one orbital pair, a semilocal functional, which has no exact exchange ($c=0$), returns the bare orbital gap, and a global hybrid recovers the fraction $c$ of the electron–hole attraction.

The theorems are those in the code; the counterexamples and variants around them are argued in prose only.

## Unit norm and a sharp cutoff radius

```lean
import Mathlib

open scoped Classical

namespace ChargeTransferResponse

noncomputable section

/-- Euclidean space of dimension `d`. -/
abbrev Space (d : ℕ) := EuclideanSpace ℝ (Fin d)
```

`Space d` is $d$-dimensional Euclidean space, with $d=3$ the physical case. The grid `G` is a finite set of its points.

```lean
variable {d : ℕ}

/-- A real orbital that is normalized on the grid `G` and vanishes at all grid points
farther than `s` from the centre `A`. -/
structure Localized (G : Finset (Space d)) (A : Space d) (s : ℝ)
    (φ : Space d → ℝ) : Prop where
  normalized : ∑ x ∈ G, φ x ^ 2 = 1
  support : ∀ x ∈ G, φ x ≠ 0 → dist x A ≤ s
```

`Localized G A s φ` holds two hypotheses. The field `normalized` says $\sum_{x\in G}\varphi(x)^2=1$: the orbital holds one electron's worth of density. Quadrature weights are absorbed in the orbital values. The field `support` says that a grid point where $\varphi$ is nonzero lies within $s$ of the centre.

The cutoff is an idealisation, since molecular orbitals have tails. If the product $i(x)a(x)$ is nonzero at even one grid point, a large enough local kernel there changes the element by any amount, so no reduction holds for all kernels at once. The norm plays no part in the reduction, but it sets the scale of $J$: without it, both bounds are multiplied by $\sum_x i(x)^2\sum_y a(y)^2$.

## Kernels that act on the orbital product

```lean
/-- The Hartree term: the transition density `i a` interacting with itself through
the kernel `v`. -/
def hartreeTerm (G : Finset (Space d)) (v : Space d → Space d → ℝ)
    (i a : Space d → ℝ) : ℝ :=
  ∑ x ∈ G, ∑ y ∈ G, (i x * a x) * v x y * (i y * a y)

/-- The term of a pointwise local kernel `f` acting on the transition density `i a`. -/
def localTerm (G : Finset (Space d)) (f : Space d → ℝ) (i a : Space d → ℝ) : ℝ :=
  ∑ x ∈ G, f x * (i x * a x) ^ 2
```

The kernels `v` and `f` are arbitrary real functions, with no symmetry, sign or decay required. What matters is where they act: each term contains the factor $i(x)a(x)$. A nonlocal exchange-correlation kernel acting on the same product is covered too, because it can be added to `v`. With quadrature weights in the orbitals, `f x` stands for the local kernel value divided by the weight at $x$.

```lean
/-- The Coulomb repulsion between the densities `i²` and `a²`, in atomic units, for
orbitals with no common support point on the grid. -/
def coulombJ (G : Finset (Space d)) (i a : Space d → ℝ) : ℝ :=
  ∑ x ∈ G, ∑ y ∈ G, i x ^ 2 * a y ^ 2 / dist x y
```

The exchange term has a different structure. Its numerator $i(x)^2a(y)^2$ takes the two orbitals at different points, so it survives when the product vanishes. For separated orbitals the terms with $x=y$ have numerator zero, and Lean's convention $0/0=0$ leaves them out of the sum.

```lean
/-- The diagonal response element: orbital gap plus Hartree and local kernel terms, minus
the fraction `c` of exact exchange, for orbitals with no common support point on the grid.
Spin factors are absorbed in the kernels `v` and `f`. -/
def responseDiag (G : Finset (Space d)) (gap c : ℝ) (v : Space d → Space d → ℝ)
    (f : Space d → ℝ) (i a : Space d → ℝ) : ℝ :=
  gap + hartreeTerm G v i a + localTerm G f i a - c * coulombJ G i a
```

The full element contains all four contributions. The number `gap` stands for the orbital energy difference and `c` for the fraction of exact exchange in the functional; both are free real parameters, and neither is derived from a Hamiltonian. Couplings to other orbital pairs are not modelled.

## Centres more than $2s$ apart

The hypothesis `hR : 2 * s < dist A B` says that the two localization regions do not touch. It first removes the transition density. If $i(x)a(x)\ne0$, both factors are nonzero, so $|x-A|\le s$ and $|x-B|\le s$. The triangle inequality gives $R\le|A-x|+|x-B|\le2s$, a contradiction.

```lean
variable {G : Finset (Space d)} {A B : Space d} {s : ℝ} {i a : Space d → ℝ}

/-- The transition density of two orbitals with centres more than `2s` apart vanishes at
every grid point. -/
theorem transition_density_zero (hi : Localized G A s i) (ha : Localized G B s a)
    (hR : 2 * s < dist A B) {x : Space d} (hx : x ∈ G) : i x * a x = 0 := by
  by_contra h
  have h1 := hi.support x hx (left_ne_zero_of_mul h)
  have h2 := ha.support x hx (right_ne_zero_of_mul h)
  linarith [dist_triangle_left A B x]
```

The proof follows this argument: `by_contra` supplies the nonzero product, `support` gives the two distances, and `linarith` combines them with the triangle inequality.

At $R=2s$ the hypotheses of the theorem no longer suffice. Put both orbitals entirely on the midpoint $m$ of the centres, with value one. The product there is one, and the kernels contribute $v(m,m)+f(m)$. These two orbitals are not orthogonal, so they are not a physical occupied–virtual pair. For orthogonal orbitals the product still vanishes at $R=2s$, because $m$ is the only point the two regions share. For $R<2s$ and $d\ge1$ orthogonality is not enough: on two grid points lying in both regions, let $i$ have the values $1/\sqrt2,1/\sqrt2$ and $a$ the values $1/\sqrt2,-1/\sqrt2$. They are orthogonal, and their product is $\pm1/2$.

The distance between a point $x$ near $A$ and a point $y$ near $B$ is controlled by two longer triangle inequalities:
$$R\le|A-x|+|x-y|+|y-B|\le|x-y|+2s,$$
$$|x-y|\le|x-A|+|A-B|+|B-y|\le R+2s.$$

```lean
/-- Points within `s` of the two centres are separated by the distance of the centres,
up to `2s` either way. -/
theorem separation_bounds {x y : Space d} (hx : dist x A ≤ s) (hy : dist y B ≤ s) :
    dist A B - 2 * s ≤ dist x y ∧ dist x y ≤ dist A B + 2 * s := by
  have h1 := dist_triangle4 A x y B
  have h2 := dist_triangle4 x A B y
  rw [dist_comm A x] at h1
  rw [dist_comm B y] at h2
  constructor <;> linarith
```

This lemma does not need `hR`. The separation enters when distances are inverted: $R-2s>0$ makes $|x-y|$ positive and gives
$$\frac1{R+2s}\le\frac1{|x-y|}\le\frac1{R-2s}$$
for every pair with $i(x)\ne0$ and $a(y)\ne0$. Multiply by the nonnegative weight $i(x)^2a(y)^2$ and sum over both points. By normalization the weights add up to
$$\sum_{x\in G}\sum_{y\in G}i(x)^2a(y)^2=\Big(\sum_{x\in G}i(x)^2\Big)\Big(\sum_{y\in G}a(y)^2\Big)=1,$$
so the constants on either side come through unchanged and bound $J$.

```lean
/-- The Coulomb repulsion of the two orbital densities lies between `1/(R+2s)` and
`1/(R-2s)`, where `R` is the distance of the centres. -/
theorem coulombJ_bounds (hi : Localized G A s i) (ha : Localized G B s a)
    (hR : 2 * s < dist A B) :
    1 / (dist A B + 2 * s) ≤ coulombJ G i a ∧
      coulombJ G i a ≤ 1 / (dist A B - 2 * s) := by
  -- averaging a constant over the two normalized densities returns the constant
  have hw : ∀ k : ℝ, ∑ x ∈ G, ∑ y ∈ G, i x ^ 2 * a y ^ 2 * k = k := by
    intro k
    calc ∑ x ∈ G, ∑ y ∈ G, i x ^ 2 * a y ^ 2 * k
        = (∑ x ∈ G, i x ^ 2) * (∑ y ∈ G, a y ^ 2) * k := by
          rw [Finset.sum_mul_sum, Finset.sum_mul]
          refine Finset.sum_congr rfl fun x _ => ?_
          rw [Finset.sum_mul]
      _ = k := by rw [hi.normalized, ha.normalized, one_mul, one_mul]
  -- the bounds hold for each pair of grid points
  have hp : ∀ x ∈ G, ∀ y ∈ G,
      i x ^ 2 * a y ^ 2 * (1 / (dist A B + 2 * s)) ≤ i x ^ 2 * a y ^ 2 / dist x y ∧
      i x ^ 2 * a y ^ 2 / dist x y ≤ i x ^ 2 * a y ^ 2 * (1 / (dist A B - 2 * s)) := by
    intro x hx y hy
    by_cases h1 : i x = 0
    · simp [h1]
    by_cases h2 : a y = 0
    · simp [h2]
    obtain ⟨hl, hu⟩ := separation_bounds (hi.support x hx h1) (ha.support y hy h2)
    have hw0 : 0 ≤ i x ^ 2 * a y ^ 2 := by positivity
    rw [div_eq_mul_one_div (i x ^ 2 * a y ^ 2) (dist x y)]
    exact ⟨mul_le_mul_of_nonneg_left (one_div_le_one_div_of_le (by linarith) hu) hw0,
      mul_le_mul_of_nonneg_left (one_div_le_one_div_of_le (by linarith) hl) hw0⟩
  constructor
  · rw [← hw (1 / (dist A B + 2 * s))]
    exact Finset.sum_le_sum fun x hx => Finset.sum_le_sum fun y hy => (hp x hx y hy).1
  · rw [← hw (1 / (dist A B - 2 * s))]
    exact Finset.sum_le_sum fun x hx => Finset.sum_le_sum fun y hy => (hp x hx y hy).2
```

Here `hw` is the averaging of a constant, and the only place where this proof uses the norm. The statement `hp` is the weighted inequality for one pair; pairs in which an orbital vanishes are handled separately, since `support` says nothing about them. `Finset.sum_le_sum` then sums the inequalities.

The main theorem joins the two consequences of separation.

```lean
/-- For any Hartree kernel and any pointwise local kernel, the diagonal response element
of two separated orbitals is `gap - c J`, with `1/(R+2s) ≤ J ≤ 1/(R-2s)`. -/
theorem charge_transfer_response (hi : Localized G A s i) (ha : Localized G B s a)
    (hR : 2 * s < dist A B) (gap c : ℝ) (v : Space d → Space d → ℝ) (f : Space d → ℝ) :
    responseDiag G gap c v f i a = gap - c * coulombJ G i a ∧
      1 / (dist A B + 2 * s) ≤ coulombJ G i a ∧
      coulombJ G i a ≤ 1 / (dist A B - 2 * s) := by
  refine ⟨?_, coulombJ_bounds hi ha hR⟩
  -- both kernel terms contain the vanishing transition density
  have hH : hartreeTerm G v i a = 0 :=
    Finset.sum_eq_zero fun x hx => Finset.sum_eq_zero fun y _ => by
      rw [transition_density_zero hi ha hR hx, zero_mul, zero_mul]
  have hL : localTerm G f i a = 0 :=
    Finset.sum_eq_zero fun x hx => by
      rw [transition_density_zero hi ha hR hx]
      ring
  rw [responseDiag, hH, hL, add_zero, add_zero]
```

In the proof, `hH` and `hL` show that the Hartree and local terms vanish because every summand contains a zero transition density. Substituting them into `responseDiag` leaves $\mathrm{gap}-cJ$.

The averaging argument also works for other interactions. If $1/r$ in $J$ is replaced by a decreasing function $w(r)$, the resulting repulsion lies between $w(R+2s)$ and $w(R-2s)$. The long-range interaction $\operatorname{erf}(\omega r)/r$ of range-separated hybrids, with $\omega>0$, is of this kind.

## A nonnegative radius and the point-charge law

No hypothesis says $s\ge0$, because normalization implies it. A normalized orbital is nonzero at some grid point, whose distance from the centre is nonnegative and at most $s$. Without the norm, the zero orbital would satisfy the support condition for a negative $s$ as well.

```lean
/-- The localization radius of a normalized orbital is nonnegative. -/
theorem radius_nonneg (hi : Localized G A s i) : 0 ≤ s := by
  by_contra hs
  have h0 : ∀ x ∈ G, i x ^ 2 = 0 := fun x hx => by
    by_contra h
    have hd := hi.support x hx (fun h1 => h (by simp [h1]))
    exact hs (dist_nonneg.trans hd)
  have hn := hi.normalized
  rw [Finset.sum_eq_zero h0] at hn
  exact zero_ne_one hn
```

It follows that $R>2s\ge0$, and $J$ can be compared with the point-charge value $1/R$. The two bounds on $J$ deviate from it by
$$\frac1{R-2s}-\frac1R=\frac{2s}{R(R-2s)},\qquad \frac1R-\frac1{R+2s}=\frac{2s}{R(R+2s)}.$$
The second deviation is at most the first, so $|J-1/R|\le 2s/(R(R-2s))$. Multiplication by $|c|$ bounds the error of the law $\mathrm{gap}-c/R$.

```lean
/-- The response element differs from the point-charge law `gap - c/R` by at most
`|c| 2s / (R (R-2s))`. -/
theorem point_charge_error (hi : Localized G A s i) (ha : Localized G B s a)
    (hR : 2 * s < dist A B) (gap c : ℝ) (v : Space d → Space d → ℝ) (f : Space d → ℝ) :
    |responseDiag G gap c v f i a - (gap - c / dist A B)| ≤
      |c| * (2 * s / (dist A B * (dist A B - 2 * s))) := by
  obtain ⟨hred, hl, hu⟩ := charge_transfer_response hi ha hR gap c v f
  have hs := radius_nonneg hi
  have hr : 0 < dist A B := by linarith
  have hm : 0 < dist A B - 2 * s := by linarith
  have hq : 0 < dist A B + 2 * s := by linarith
  have e1 : 1 / (dist A B - 2 * s) - 1 / dist A B
      = 2 * s / (dist A B * (dist A B - 2 * s)) := by
    rw [div_sub_div _ _ hm.ne' hr.ne',
      div_eq_div_iff (mul_pos hm hr).ne' (mul_pos hr hm).ne']
    ring
  have e2 : 1 / dist A B - 1 / (dist A B + 2 * s)
      = 2 * s / (dist A B * (dist A B + 2 * s)) := by
    rw [div_sub_div _ _ hr.ne' hq.ne']
    congr 1
    ring
  have e3 : 2 * s / (dist A B * (dist A B + 2 * s))
      ≤ 2 * s / (dist A B * (dist A B - 2 * s)) :=
    div_le_div_of_nonneg_left (by linarith) (mul_pos hr hm)
      (mul_le_mul_of_nonneg_left (by linarith) hr.le)
  have hJ : |coulombJ G i a - 1 / dist A B|
      ≤ 2 * s / (dist A B * (dist A B - 2 * s)) :=
    abs_le.mpr ⟨by linarith, by linarith⟩
  have hdiff : gap - c * coulombJ G i a - (gap - c / dist A B)
      = -(c * (coulombJ G i a - 1 / dist A B)) := by ring
  rw [hred, hdiff, abs_neg, abs_mul]
  exact mul_le_mul_of_nonneg_left hJ (abs_nonneg c)
```

The equalities are `e1` and `e2`, their comparison is `e3`, and `hJ` is the bound on $|J-1/R|$. For $R=10$ and $s=1$ in atomic units, the error is at most $0.025\,|c|$ hartree. At fixed $s$ the bound falls off as $1/R^2$, one power faster than the attraction itself.

## Displaced points that attain both bounds

The hypotheses allow any arrangement of density within the two regions, and the extreme arrangements are single points. Let $u$ be a unit vector, which exists for $d\ge1$, and put the centres at $0$ and $Ru$. Place $i$ on $tu$ and $a$ on $(R-t)u$ with $|t|\le s$. Each point lies $|t|$ from its own centre, and the points are $R-2t$ apart. Only this pair contributes, so $J=1/(R-2t)$. The choice $t=s$ gives the upper bound and $t=-s$ the lower one.

```lean
/-- The orbital with value one at the point `p` and zero elsewhere. -/
def pointOrbital (p : Space d) : Space d → ℝ := fun x => if x = p then 1 else 0

/-- A point orbital on the grid is localized about every centre within `s` of its point. -/
theorem pointOrbital_localized {p : Space d} (hp : p ∈ G) (hA : dist p A ≤ s) :
    Localized G A s (pointOrbital p) := by
  refine ⟨by simp [pointOrbital, hp], fun x _ hx => ?_⟩
  have hxp : x = p := by
    by_contra h
    exact hx (by simp [pointOrbital, h])
  rw [hxp]
  exact hA

/-- Point orbitals on the line through two centres at distance `R`, each displaced by `t` towards
the other centre with `|t| ≤ s`, are localized within `s` and have `J = 1/(R-2t)`, provided that `R
> 2s`. -/
theorem bounds_sharp_witness {u : Space d} (hu : ‖u‖ = 1) {R t : ℝ} (ht : |t| ≤ s)
    (hR : 2 * s < R) :
    dist (0 : Space d) (R • u) = R ∧
      Localized {t • u, (R - t) • u} 0 s (pointOrbital (t • u)) ∧
      Localized {t • u, (R - t) • u} (R • u) s (pointOrbital ((R - t) • u)) ∧
      coulombJ {t • u, (R - t) • u} (pointOrbital (t • u)) (pointOrbital ((R - t) • u))
        = 1 / (R - 2 * t) := by
  have hd : ∀ α β : ℝ, dist (α • u) (β • u) = |α - β| := fun α β => by
    rw [dist_eq_norm, ← sub_smul, norm_smul, hu, mul_one, Real.norm_eq_abs]
  have hts : t ≤ s := (le_abs_self t).trans ht
  have hs : 0 ≤ s := (abs_nonneg t).trans ht
  have hpq : dist (t • u) ((R - t) • u) = R - 2 * t := by
    rw [hd, abs_of_neg (by linarith)]
    ring
  have hne : t • u ≠ (R - t) • u := by
    intro h
    rw [h, dist_self] at hpq
    linarith
  refine ⟨?_, pointOrbital_localized (by simp) ?_, pointOrbital_localized (by simp) ?_, ?_⟩
  · rw [dist_zero_left, norm_smul, hu, mul_one, Real.norm_eq_abs,
      abs_of_pos (by linarith)]
  · rw [dist_zero_right, norm_smul, hu, mul_one, Real.norm_eq_abs]
    exact ht
  · rw [hd, show R - t - R = -t by ring, abs_neg]
    exact ht
  · -- only the pair of the two occupied points contributes
    rw [← hpq]
    simp only [coulombJ, Finset.sum_pair hne]
    simp [pointOrbital, hne, hne.symm]

end

end ChargeTransferResponse
```

```lean
#print axioms ChargeTransferResponse.charge_transfer_response
#print axioms ChargeTransferResponse.point_charge_error
```

```
'ChargeTransferResponse.charge_transfer_response' depends on axioms: [propext, Classical.choice, Quot.sound]
'ChargeTransferResponse.point_charge_error' depends on axioms: [propext, Classical.choice, Quot.sound]
```

In `bounds_sharp_witness`, `hd` computes distances along the line, `hpq` gives the separation $R-2t$, and `hne` shows that the two points differ. The four parts of the conclusion are the distance of the centres, the localization of each orbital, and the value of $J$.

## Orbitals on continuous space

The orbitals could have been modelled as square-integrable functions on $\mathbb R^3$ with the same cutoffs. Sums would become integrals, with measurability to be checked, and the transition density would vanish almost everywhere. The reduction and the bounds on $J$ would keep their form. The bounds would no longer be attained, however: a normalized square-integrable orbital cannot sit on a single point, so narrow packets would only approach them.
